# Magnetization current between spins with axially symmetric exchange

Put an excess of magnetization on one site of a magnet whose spins are coupled by exchange, and in general it spreads to the other sites. Suppose that the exchange couples the \(x\) components and the \(y\) components of two spins with equal strength, and the \(z\) components with a strength of their own. Which operator measures the flow of \(z\) magnetization from one site to another?

```lean
import Mathlib

open Finset
open scoped Kronecker

namespace SpinChainCurrent

noncomputable section

variable {ι A : Type*} [Ring A]

/-- The commutator of two operators. -/
def comm (P Q : A) : A := P * Q - Q * P

/-- Exchanging the two operators reverses the sign of the commutator. -/
theorem comm_swap (P Q : A) : comm P Q = -comm Q P := by
  simp only [comm, neg_sub]

variable [Algebra ℂ A]

/-- Spin operators on a set of sites: the angular momentum relations hold on each site,
and operators on different sites commute. -/
structure IsSpinSystem (X Y Z : ι → A) : Prop where
  xy : ∀ a, comm (X a) (Y a) = Complex.I • Z a
  yz : ∀ a, comm (Y a) (Z a) = Complex.I • X a
  zx : ∀ a, comm (Z a) (X a) = Complex.I • Y a
  xx_off : ∀ a b, a ≠ b → comm (X a) (X b) = 0
  yy_off : ∀ a b, a ≠ b → comm (Y a) (Y b) = 0
  zz_off : ∀ a b, a ≠ b → comm (Z a) (Z b) = 0
  xy_off : ∀ a b, a ≠ b → comm (X a) (Y b) = 0
  xz_off : ∀ a b, a ≠ b → comm (X a) (Z b) = 0
  yz_off : ∀ a b, a ≠ b → comm (Y a) (Z b) = 0

/-- The exchange energy of the pair of sites `a`, `b`, with transverse coupling `J` and
longitudinal coupling `D`. -/
def pairEnergy (X Y Z : ι → A) (J D : ι → ι → ℂ) (a b : ι) : A :=
  J a b • (X a * X b + Y a * Y b) + D a b • (Z a * Z b)

/-- The magnetization current flowing from site `a` to site `b`. -/
def bondCurrent (X Y : ι → A) (J : ι → ι → ℂ) (a b : ι) : A :=
  J a b • (X a * Y b - Y a * X b)

variable {X Y Z : ι → A} {J D : ι → ι → ℂ}

/-- The current from `b` to `a` is minus the current from `a` to `b`. -/
theorem bondCurrent_antisymm (h : IsSpinSystem X Y Z) (hJ : ∀ a b, J a b = J b a)
    {a b : ι} (hab : a ≠ b) : bondCurrent X Y J b a = -bondCurrent X Y J a b := by
  have h1 : X a * Y b = Y b * X a := sub_eq_zero.mp (h.xy_off a b hab)
  have h2 : X b * Y a = Y a * X b := sub_eq_zero.mp (h.xy_off b a hab.symm)
  rw [bondCurrent, bondCurrent, hJ b a, h1, h2]
  module

/-- If `W` commutes with the spin components at `c`, the commutator of the pair energy of `b`, `c`
with `W` is found by replacing each spin component at `b` by its commutator with `W`. -/
theorem comm_pairEnergy {W : A} (b c : ι) (hx : comm (X c) W = 0)
    (hy : comm (Y c) W = 0) (hz : comm (Z c) W = 0) :
    comm (pairEnergy X Y Z J D b c) W =
      J b c • (comm (X b) W * X c + comm (Y b) W * Y c) + D b c • (comm (Z b) W * Z c) := by
  have key : ∀ P Q : A, comm Q W = 0 → comm (P * Q) W = comm P W * Q := by
    intro P Q h
    have h' : Q * W = W * Q := sub_eq_zero.mp h
    simp only [comm, sub_mul, mul_assoc, h']
  rw [← key _ _ hx, ← key _ _ hy, ← key _ _ hz]
  simp only [pairEnergy, comm, add_mul, mul_add, smul_mul_assoc, mul_smul_comm]
  module

variable [Fintype ι] [DecidableEq ι]

/-- The anisotropic exchange Hamiltonian: half the sum of the pair energies over all ordered
pairs of different sites. -/
def hamiltonian (X Y Z : ι → A) (J D : ι → ι → ℂ) : A :=
  (1 / 2 : ℂ) • ∑ a, ∑ b ∈ univ.erase a, pairEnergy X Y Z J D a b

/-- For an operator `W` that commutes with the spins of all sites other than `a`, only the
bonds at `a` contribute to its commutator with the Hamiltonian. -/
theorem comm_hamiltonian (h : IsSpinSystem X Y Z) (hJ : ∀ a b, J a b = J b a)
    (hD : ∀ a b, D a b = D b a) (a : ι) {W : A} (hx : ∀ b, b ≠ a → comm (X b) W = 0)
    (hy : ∀ b, b ≠ a → comm (Y b) W = 0) (hz : ∀ b, b ≠ a → comm (Z b) W = 0) :
    comm (hamiltonian X Y Z J D) W = ∑ b ∈ univ.erase a,
      (J a b • (comm (X a) W * X b + comm (Y a) W * Y b) + D a b • (comm (Z a) W * Z b)) := by
  have hlin : comm (hamiltonian X Y Z J D) W =
      (1 / 2 : ℂ) • ∑ b, ∑ c ∈ univ.erase b, comm (pairEnergy X Y Z J D b c) W := by
    simp only [hamiltonian, comm, smul_mul_assoc, mul_smul_comm, sum_mul, mul_sum,
      sum_sub_distrib, smul_sub]
  -- from the viewpoint of another site `b`, only its bond with `a` survives
  have hrow : ∀ b ∈ univ.erase a, ∑ c ∈ univ.erase b, comm (pairEnergy X Y Z J D b c) W =
      comm (pairEnergy X Y Z J D a b) W := by
    intro b hb
    have hba : b ≠ a := ne_of_mem_erase hb
    rw [sum_eq_single_of_mem a (mem_erase.mpr ⟨hba.symm, mem_univ a⟩)]
    · have h1 : X b * X a = X a * X b := sub_eq_zero.mp (h.xx_off b a hba)
      have h2 : Y b * Y a = Y a * Y b := sub_eq_zero.mp (h.yy_off b a hba)
      have h3 : Z b * Z a = Z a * Z b := sub_eq_zero.mp (h.zz_off b a hba)
      rw [pairEnergy, pairEnergy, h1, h2, h3, hJ b a, hD b a]
    · intro c _ hca
      rw [comm_pairEnergy b c (hx c hca) (hy c hca) (hz c hca), hx b hba, hy b hba, hz b hba]
      simp
  rw [hlin, ← add_sum_erase univ _ (mem_univ a), sum_congr rfl hrow, ← two_smul ℂ, smul_smul]
  rw [show (1 / 2 * 2 : ℂ) = 1 by norm_num, one_smul]
  refine sum_congr rfl fun b hb => ?_
  have hba : b ≠ a := ne_of_mem_erase hb
  exact comm_pairEnergy a b (hx b hba) (hy b hba) (hz b hba)

/-- Heisenberg equation for the local magnetization:
`i[H, Z_a]` is the sum over the other sites `b` of `J_ab (Y_a X_b - X_a Y_b)`. -/
theorem magnetization_current (h : IsSpinSystem X Y Z) (hJ : ∀ a b, J a b = J b a)
    (hD : ∀ a b, D a b = D b a) (a : ι) :
    Complex.I • comm (hamiltonian X Y Z J D) (Z a) =
      ∑ b ∈ univ.erase a, J a b • (Y a * X b - X a * Y b) := by
  rw [comm_hamiltonian h hJ hD a (fun b hb => h.xz_off b a hb)
    (fun b hb => h.yz_off b a hb) (fun b hb => h.zz_off b a hb), smul_sum]
  refine sum_congr rfl fun b _ => ?_
  have hzz : comm (Z a) (Z a) = 0 := sub_self _
  rw [comm_swap (X a), h.zx, h.yz, hzz]
  simp only [neg_mul, smul_mul_assoc, zero_mul, smul_zero, add_zero]
  match_scalars
  all_goals first
    | linear_combination (-J a b) * Complex.I_sq
    | linear_combination (J a b) * Complex.I_sq

/-- Continuity equation: the magnetization of a region `S` changes only through the currents
on bonds that lead out of `S`. -/
theorem region_continuity (h : IsSpinSystem X Y Z) (hJ : ∀ a b, J a b = J b a)
    (hD : ∀ a b, D a b = D b a) (S : Finset ι) :
    Complex.I • comm (hamiltonian X Y Z J D) (∑ a ∈ S, Z a) =
      -∑ a ∈ S, ∑ b ∈ Sᶜ, bondCurrent X Y J a b := by
  let k : ι → ι → A := fun a b => if a = b then 0 else bondCurrent X Y J a b
  have hk : ∀ a b, k b a = -k a b := by
    intro a b
    by_cases hab : a = b
    · simp [k, hab]
    · simp only [k, if_neg hab, if_neg (Ne.symm hab)]
      exact bondCurrent_antisymm h hJ hab
  -- the currents inside the region cancel in pairs
  have hT : ∑ a ∈ S, ∑ b ∈ S, k a b = 0 := by
    have h1 : ∑ a ∈ S, ∑ b ∈ S, k a b = -∑ a ∈ S, ∑ b ∈ S, k a b := by
      conv_lhs => rw [sum_comm]
      simp only [← sum_neg_distrib]
      exact sum_congr rfl fun a _ => sum_congr rfl fun b _ => hk a b
    have h2 := eq_neg_iff_add_eq_zero.mp h1
    calc ∑ a ∈ S, ∑ b ∈ S, k a b
        = (1 / 2 : ℂ) • (∑ a ∈ S, ∑ b ∈ S, k a b + ∑ a ∈ S, ∑ b ∈ S, k a b) := by module
      _ = 0 := by rw [h2, smul_zero]
  have hsite : ∀ a, Complex.I • comm (hamiltonian X Y Z J D) (Z a) = -∑ b, k a b := by
    intro a
    have h0 : k a a = 0 := if_pos rfl
    rw [magnetization_current h hJ hD a, ← add_sum_erase univ (k a) (mem_univ a), h0,
      zero_add, ← sum_neg_distrib]
    refine sum_congr rfl fun b hb => ?_
    simp only [k, if_neg (ne_of_mem_erase hb).symm, bondCurrent]
    module
  have hout : ∑ a ∈ S, ∑ b ∈ Sᶜ, k a b = ∑ a ∈ S, ∑ b ∈ Sᶜ, bondCurrent X Y J a b := by
    refine sum_congr rfl fun a ha => sum_congr rfl fun b hb => if_neg ?_
    rintro rfl
    exact (mem_compl.mp hb) ha
  calc Complex.I • comm (hamiltonian X Y Z J D) (∑ a ∈ S, Z a)
      = ∑ a ∈ S, Complex.I • comm (hamiltonian X Y Z J D) (Z a) := by
        simp only [comm, mul_sum, sum_mul, smul_sub, smul_sum, sum_sub_distrib]
    _ = -∑ a ∈ S, (∑ b ∈ S, k a b + ∑ b ∈ Sᶜ, k a b) := by
        rw [← sum_neg_distrib]
        exact sum_congr rfl fun a _ => by rw [hsite a, sum_add_sum_compl]
    _ = _ := by rw [sum_add_distrib, hT, zero_add, hout]

/-- The total magnetization along `Z` commutes with the Hamiltonian. -/
theorem total_magnetization_conserved (h : IsSpinSystem X Y Z) (hJ : ∀ a b, J a b = J b a)
    (hD : ∀ a b, D a b = D b a) : comm (hamiltonian X Y Z J D) (∑ a, Z a) = 0 := by
  have h1 := region_continuity h hJ hD univ
  simp only [compl_univ, sum_empty, sum_const_zero, neg_zero] at h1
  have h2 := congrArg (fun w : A => (-Complex.I) • w) h1
  simpa only [smul_smul, neg_mul, Complex.I_mul_I, neg_neg, one_smul, smul_zero] using h2

/-- For the total `X` component of the spin, `i[H, ∑ X_a]` is the sum over ordered pairs of
different sites of `(J_ab - D_ab) Y_a Z_b`. -/
theorem total_transverse_torque (h : IsSpinSystem X Y Z) (hJ : ∀ a b, J a b = J b a)
    (hD : ∀ a b, D a b = D b a) :
    Complex.I • comm (hamiltonian X Y Z J D) (∑ a, X a) =
      ∑ a, ∑ b ∈ univ.erase a, (J a b - D a b) • (Y a * Z b) := by
  have hsite : ∀ a, Complex.I • comm (hamiltonian X Y Z J D) (X a) =
      ∑ b ∈ univ.erase a, (J a b • (Z a * Y b) - D a b • (Y a * Z b)) := by
    intro a
    rw [comm_hamiltonian h hJ hD a (fun b hb => h.xx_off b a hb)
      (fun b hb => by rw [comm_swap, h.xy_off a b hb.symm, neg_zero])
      (fun b hb => by rw [comm_swap, h.xz_off a b hb.symm, neg_zero]), smul_sum]
    refine sum_congr rfl fun b _ => ?_
    have hxx : comm (X a) (X a) = 0 := sub_self _
    rw [comm_swap (Y a), h.xy, h.zx, hxx]
    simp only [neg_mul, smul_mul_assoc, zero_mul, zero_add]
    match_scalars
    all_goals first
      | linear_combination (-J a b) * Complex.I_sq
      | linear_combination (D a b) * Complex.I_sq
  -- relabel the two sites of each bond in the transverse part
  have hswap : ∑ a, ∑ b ∈ univ.erase a, J a b • (Z a * Y b) =
      ∑ a, ∑ b ∈ univ.erase a, J a b • (Y a * Z b) := by
    rw [sum_comm' (t' := univ) (s' := fun b => univ.erase b) (by
      intro x y
      simp only [mem_univ, mem_erase, true_and, and_true]
      exact ne_comm)]
    refine sum_congr rfl fun a _ => sum_congr rfl fun b hb => ?_
    have h1 : Y a * Z b = Z b * Y a :=
      sub_eq_zero.mp (h.yz_off a b (ne_of_mem_erase hb).symm)
    rw [hJ b a, h1]
  calc Complex.I • comm (hamiltonian X Y Z J D) (∑ a, X a)
      = ∑ a, Complex.I • comm (hamiltonian X Y Z J D) (X a) := by
        simp only [comm, mul_sum, sum_mul, smul_sub, smul_sum, sum_sub_distrib]
    _ = _ := by simp only [hsite, sum_sub_distrib, hswap, sub_smul]

/-- A one-spin matrix `s` placed on the first or on the second of two sites. -/
def twoSite (s : Matrix (Fin 2) (Fin 2) ℂ) :
    Fin 2 → Matrix (Fin 2 × Fin 2) (Fin 2 × Fin 2) ℂ :=
  ![s ⊗ₖ 1, 1 ⊗ₖ s]

/-- Two spins one-half, given by half the Pauli matrices on each site, form a spin system. -/
theorem isSpinSystem_witness :
    IsSpinSystem (twoSite !![0, 1 / 2; 1 / 2, 0])
      (twoSite !![0, -Complex.I / 2; Complex.I / 2, 0])
      (twoSite !![1 / 2, 0; 0, -1 / 2]) := by
  have off : ∀ (s t : Matrix (Fin 2) (Fin 2) ℂ) (a b : Fin 2), a ≠ b →
      comm (twoSite s a) (twoSite t b) = 0 := by
    intro s t a b hab
    fin_cases a <;> fin_cases b <;> first
      | exact absurd rfl hab
      | simp [comm, twoSite, ← Matrix.mul_kronecker_mul]
  have on : ∀ s t u : Matrix (Fin 2) (Fin 2) ℂ, comm s t = Complex.I • u →
      ∀ a, comm (twoSite s a) (twoSite t a) = Complex.I • twoSite u a := by
    intro s t u h a
    have h' : s * t = Complex.I • u + t * s := sub_eq_iff_eq_add.mp h
    fin_cases a <;> simp [comm, twoSite, ← Matrix.mul_kronecker_mul, h', Matrix.add_kronecker,
      Matrix.kronecker_add, Matrix.smul_kronecker, Matrix.kronecker_smul]
  refine ⟨on _ _ _ ?_, on _ _ _ ?_, on _ _ _ ?_, off _ _, off _ _, off _ _, off _ _,
    off _ _, off _ _⟩
  all_goals
    ext i j
    fin_cases i <;> fin_cases j <;>
      simp [comm, Complex.ext_iff] <;> norm_num

end

end SpinChainCurrent
```

```lean
#print axioms SpinChainCurrent.magnetization_current
#print axioms SpinChainCurrent.total_magnetization_conserved
#print axioms SpinChainCurrent.total_transverse_torque
```

```
'SpinChainCurrent.magnetization_current' depends on axioms: [propext, Classical.choice, Quot.sound]
'SpinChainCurrent.total_magnetization_conserved' depends on axioms: [propext, Classical.choice, Quot.sound]
'SpinChainCurrent.total_transverse_torque' depends on axioms: [propext, Classical.choice, Quot.sound]
```

## The rate of change of one local moment

Let \(a,b\) label the sites of a finite set, and let \(X_a,Y_a,Z_a\) be the three spin components at site \(a\). The magnetization of a site means \(Z_a\) here, without the factor that converts a spin into a magnetic moment. Write \([P,Q]=PQ-QP\), which is `comm` in the code. Each pair of different sites has the energy

\[
h_{ab}=J_{ab}(X_aX_b+Y_aY_b)+D_{ab}Z_aZ_b ,
\]

with a transverse coupling \(J_{ab}\) and a longitudinal coupling \(D_{ab}\), both symmetric in their indices. The Hamiltonian is \(H=\tfrac12\sum_{a}\sum_{b\neq a}h_{ab}\), where the factor \(\tfrac12\) compensates for counting every bond twice. The theorem `magnetization_current` states that, for every site \(a\),

\[
i[H,Z_a]=\sum_{b\neq a}J_{ab}\,(Y_aX_b-X_aY_b).
\]

With \(\hbar=1\), the left side is the time derivative of \(Z_a\) in the Heisenberg picture. The longitudinal coupling is absent from the right side. If there is only one site, the sum is empty and both sides vanish.

Define the current from \(a\) to \(b\) as \(j_{ab}=J_{ab}(X_aY_b-Y_aX_b)\), which is `bondCurrent`. The equation then says that \(Z_a\) decreases at the rate at which current leaves the site. For a region \(S\), `region_continuity` gives

\[
i\Big[H,\sum_{a\in S}Z_a\Big]=-\sum_{a\in S}\sum_{b\notin S}j_{ab},
\]

a continuity equation on an arbitrary network of bonds. Taking \(S\) to be the whole system shows that \(\sum_aZ_a\) commutes with \(H\). A separate calculation gives, for the total \(X\) component,

\[
i\Big[H,\sum_aX_a\Big]=\sum_a\sum_{b\neq a}(J_{ab}-D_{ab})\,Y_aZ_b .
\]

## Spins, couplings and the limits of the model

The operators live in `A`, a ring with the structure of a complex algebra. No Hilbert space or matrix representation is chosen. The structure `IsSpinSystem` contains the physics of the spins: the relations \([X_a,Y_a]=iZ_a\) and their cyclic companions on each site, and vanishing commutators between different sites. The length of the spins is not fixed, so the sites may carry spin one-half, spin one or a mixture.

The type `ι` is the set of sites, and `univ.erase a` is the set of all sites except `a`. The geometry enters only through the couplings. A nearest-neighbour chain is the case in which \(J_{ab}\) and \(D_{ab}\) vanish for all other pairs.

The hypotheses `hJ` and `hD` say that the energy of a bond does not depend on which end is named first. The couplings are complex numbers in the code. For a Hermitian Hamiltonian one takes them real and the spin operators Hermitian, but the commutator identities need neither.

The model has equal couplings for the \(X\) and \(Y\) components, no applied field, no single-site anisotropy and no antisymmetric exchange; the letter \(D\) here denotes the longitudinal coupling. The results are operator identities for finitely many sites. They do not determine the value of a current in a given state, or whether transport is ballistic or diffusive.

In exact diagonalization of this finite exchange model, conservation of total \(Z\) allows the matrix to be split into magnetization sectors, and the continuity equation tests the current operator used in a simulation.

The theorem `isSpinSystem_witness` supplies a concrete system: two spins one-half, with half the Pauli matrices placed on either site by Kronecker products.

## Only the bonds at one site contribute

Let \(W\) be an operator that commutes with the spins of all sites other than \(a\). For a pair \(b,c\) with \(c\neq a\), the product rule gives \([X_bX_c,W]=[X_b,W]X_c\), and likewise for the other components. Hence

\[
[h_{bc},W]=J_{bc}\big([X_b,W]X_c+[Y_b,W]Y_c\big)+D_{bc}[Z_b,W]Z_c ,
\]

which is `comm_pairEnergy`. If \(b\neq a\) as well, the right side is zero.

Now split the double sum in \([H,W]\) by its first index. The row \(b=a\) gives \(\sum_{c\neq a}[h_{ac},W]\). In every other row only \(c=a\) survives, and \(h_{ba}=h_{ab}\) because the couplings are symmetric and spins on different sites commute. The other rows together therefore repeat the first row, and the factor \(\tfrac12\) cancels:

\[
[H,W]=\sum_{b\neq a}[h_{ab},W].
\]

The theorem `comm_hamiltonian` states this with each \([h_{ab},W]\) written out by the previous formula, and the proof turns on the Mathlib lemma `sum_eq_single_of_mem`. The lemma replaces a finite sum by one of its terms, provided that the term's index belongs to the set and all other terms vanish. Here the set is `univ.erase b` and the surviving index is `a`, which belongs to it because \(b\neq a\). Rewriting with the lemma leaves two tasks, and they are the two physical facts just used. The first is to show that the surviving term \([h_{ba},W]\) equals \([h_{ab},W]\). The second is to show that a bond with neither end at \(a\) contributes nothing. The row \(b=a\) is then separated by `add_sum_erase`, and this result is applied to the remaining rows.

## From the commutator to the current

Take \(W=Z_a\). The on-site relations give \([X_a,Z_a]=-iY_a\), \([Y_a,Z_a]=iX_a\) and \([Z_a,Z_a]=0\), so the term with \(D_{ab}\) disappears:

\[
i[H,Z_a]=i\sum_{b\neq a}J_{ab}\,(-iY_aX_b+iX_aY_b)
=\sum_{b\neq a}J_{ab}\,(Y_aX_b-X_aY_b).
\]

In Lean, `match_scalars` compares the coefficients of the operator products without reordering their factors. The remaining equations between complex numbers follow from \(i^2=-1\).

## Cancellation inside a region

Since spins on different sites commute,

\[
j_{ba}=J_{ab}(X_bY_a-Y_bX_a)=J_{ab}(Y_aX_b-X_aY_b)=-j_{ab},
\]

which is `bondCurrent_antisymm`. Summing the local equation over \(S\) gives currents between sites of \(S\) and currents from \(S\) to its complement. Let \(T\) be the sum of the internal ones over ordered pairs. Exchanging the summation indices gives \(T=-T\), so \(2T=0\) and \(T=0\). Only the outgoing currents remain.

The code carries this out with an auxiliary function `k`, equal to the bond current for different sites and to zero when the sites coincide. Both sums can then run over all of \(S\), and `sum_comm` exchanges them.

If \(S\) is the whole system, its complement is empty and \(i[H,\sum_aZ_a]=0\). Multiplication by \(-i\) gives `total_magnetization_conserved`.

## The torque on the transverse spin

Take \(W=X_a\) instead. Now \([X_a,X_a]=0\), \([Y_a,X_a]=-iZ_a\) and \([Z_a,X_a]=iY_a\), so

\[
i[H,X_a]=\sum_{b\neq a}\big(J_{ab}Z_aY_b-D_{ab}Y_aZ_b\big).
\]

Sum over \(a\) and exchange the names of the two sites in the first part. By the symmetry of \(J\) and the commutation of different sites, \(J_{ba}Z_bY_a=J_{ab}Y_aZ_b\). The two parts combine into the factor \(J_{ab}-D_{ab}\) of `total_transverse_torque`; the relabelling is the step `hswap` in its proof. For isotropic exchange, \(J_{ab}=D_{ab}\) on every bond, the right side vanishes and the total \(X\) component is conserved too.
